# Curvature of a simple energy level with respect to a constraint multiplier

Let $H$ and $w$ be Hermitian operators on a finite-dimensional state space, with $Hu_k=e_ku_k$ for an orthonormal basis $u_k$ and $e_g$ simple. If $\psi(V)$ is a differentiable unit eigenvector of $H+Vw$ near $V=0$, with real eigenvalue $E(V)$ and $\psi(0)=u_g$, then
$$E''(0)=2\sum_{k\ne g}\frac{|\langle u_k,w u_g\rangle|^2}{e_g-e_k}.$$

In constrained density-functional theory, $V$ is the multiplier that enforces a target value $N$ of, say, a fragment charge $w$. The formula gives the curvature at $V=0$ for a Newton search over $V$ in a model with one multiplier and a fixed $H$, hence without self-consistent response. At another multiplier $V_0$, it applies with the eigenvectors and eigenvalues of $H+V_0w$ in place of those of $H$, as long as the level is simple there.

```lean
import Mathlib

open scoped InnerProductSpace Topology
open Filter

namespace ConstrainedDFTCurvature

noncomputable section

variable {𝓗 : Type*} [NormedAddCommGroup 𝓗] [InnerProductSpace ℂ 𝓗]
variable {ι : Type*} [Fintype ι]
```

## Hermitian $H$ and $w$

Physically, both operators are observables. By hand, Hermiticity moves them across the inner product, which is conjugate-linear in its first argument. `Hermitian` states this property for continuous linear operators, which include all $n\times n$ matrices. `expect` takes a real part, which loses nothing for Hermitian operators.

```lean
/-- An operator is Hermitian if it can be moved across the inner product. -/
def Hermitian (A : 𝓗 →L[ℂ] 𝓗) : Prop := ∀ x y, ⟪A x, y⟫_ℂ = ⟪x, A y⟫_ℂ

/-- The real part of the expectation value of `A` in the state `x`. -/
def expect (A : 𝓗 →L[ℂ] 𝓗) (x : 𝓗) : ℝ := (⟪x, A x⟫_ℂ).re
```

Without Hermitian $w$ the formula can fail. For $H=\mathrm{diag}(-1,1)$ and $w=\begin{pmatrix}0&1\\-1&0\end{pmatrix}$, the lower level is $-\sqrt{1-V^2}$, with curvature $+1$, while the sum gives $-1$. For $H$, Hermiticity already follows from the real eigenvalues and orthonormal eigenbasis, but the slope theorem below has no eigenbasis and assumes it separately.

## A differentiable, normalised eigenvector

`IsEigenbranch` says that one state can be followed smoothly as the constraint is switched on. The existence of this branch is assumed; differentiability of $E$ is derived.

```lean
/-- Near `V = 0`, `ψ V` is a differentiable unit eigenvector of `H + V w` with
real eigenvalue `E V`. -/
def IsEigenbranch (H w : 𝓗 →L[ℂ] 𝓗) (ψ : ℝ → 𝓗) (E : ℝ → ℝ) : Prop :=
  ∀ᶠ V in 𝓝 (0 : ℝ), DifferentiableAt ℝ ψ V ∧ ‖ψ V‖ = 1 ∧
    H (ψ V) + (V : ℂ) • w (ψ V) = (E V : ℂ) • ψ V

/-- The constrained functional `E(V) - V N` with multiplier `V` and target value `N`. -/
def constrainedFunctional (E : ℝ → ℝ) (N V : ℝ) : ℝ := E V - V * N
```

Differentiating $\langle\psi,\psi\rangle=1$ gives $\langle\psi,\psi'\rangle+\langle\psi',\psi\rangle=0$. In Lean, `norm_conservation` compares the product-rule derivative with that of a constant.

```lean
/-- A unit vector has inner product one with itself. -/
lemma inner_self_one {x : 𝓗} (hx : ‖x‖ = 1) : ⟪x, x⟫_ℂ = 1 := by
  rw [inner_self_eq_norm_sq_to_K, hx]; simp

lemma hasDerivAt_coe (V : ℝ) : HasDerivAt (fun t : ℝ => (t : ℂ)) 1 V := by
  simpa using (hasDerivAt_id V).ofReal_comp

lemma hasDerivAt_op (A : 𝓗 →L[ℂ] 𝓗) {ψ : ℝ → 𝓗} {d : 𝓗} {V : ℝ}
    (h : HasDerivAt ψ d V) : HasDerivAt (fun t => A (ψ t)) (A d) V :=
  (A.restrictScalars ℝ).hasFDerivAt.comp_hasDerivAt V h

/-- The overlap of a normalised state with its derivative has no real part. -/
lemma norm_conservation {ψ : ℝ → 𝓗} {d : 𝓗} {V : ℝ} (h : HasDerivAt ψ d V)
    (hn : ∀ᶠ t in 𝓝 V, ‖ψ t‖ = 1) : ⟪ψ V, d⟫_ℂ + ⟪d, ψ V⟫_ℂ = 0 := by
  have h2 : HasDerivAt (fun t => ⟪ψ t, ψ t⟫_ℂ) 0 V :=
    (hasDerivAt_const V (1 : ℂ)).congr_of_eventuallyEq
      (hn.mono fun t ht => inner_self_one ht)
  exact (h.inner ℂ h).unique h2
```

Since $E=\langle\psi,(H+Vw)\psi\rangle$, $E$ is differentiable, and
$$E'=\langle\psi,w\psi\rangle+E\big(\langle\psi,\psi'\rangle+\langle\psi',\psi\rangle\big)=\langle\psi,w\psi\rangle.$$
This is the Hellmann–Feynman theorem. In its proof, `h1` and `h2` are the eigenvalue equation projected on $\psi'$ from either side, and `h3` removes the bracket.

```lean
/-- Hellmann–Feynman theorem: near `V = 0` the slope of the eigenvalue is the
expectation value of the constraint operator. -/
theorem hellmann_feynman {H w : 𝓗 →L[ℂ] 𝓗} {ψ : ℝ → 𝓗} {E : ℝ → ℝ}
    (hH : Hermitian H) (hw : Hermitian w) (hb : IsEigenbranch H w ψ E) :
    ∀ᶠ V in 𝓝 (0 : ℝ), HasDerivAt E (expect w (ψ V)) V := by
  unfold IsEigenbranch at hb
  filter_upwards [hb.eventually_nhds] with V hV
  obtain ⟨hd, -, he⟩ := hV.self_of_nhds
  have hψ := hd.hasDerivAt
  have h3 := norm_conservation hψ (hV.mono fun t ht => ht.2.1)
  -- the eigenvalue equation, projected on the derivative from either side
  have h1 := congrArg (fun x => ⟪x, deriv ψ V⟫_ℂ) he
  have h2 := congrArg (fun x => ⟪deriv ψ V, x⟫_ℂ) he
  simp only [inner_add_left, inner_smul_left, Complex.conj_ofReal,
    hH (ψ V) (deriv ψ V), hw (ψ V) (deriv ψ V)] at h1
  simp only [inner_add_right, inner_smul_right] at h2
  have D : HasDerivAt (fun t : ℝ => ⟪ψ t, H (ψ t)⟫_ℂ + (t : ℂ) * ⟪ψ t, w (ψ t)⟫_ℂ)
      ⟪ψ V, w (ψ V)⟫_ℂ V :=
    ((hψ.inner ℂ (hasDerivAt_op H hψ)).fun_add
      ((hasDerivAt_coe V).fun_mul (hψ.inner ℂ (hasDerivAt_op w hψ)))).congr_deriv
      (by linear_combination h1 + h2 + (E V : ℂ) * h3)
  refine (Complex.reCLM.hasFDerivAt.comp_hasDerivAt V D).congr_of_eventuallyEq ?_
  filter_upwards [hV] with t ht
  have h := congrArg (fun x => ⟪ψ t, x⟫_ℂ) ht.2.2
  simp only [inner_add_right, inner_smul_right, inner_self_one ht.2.1, mul_one] at h
  change E t = (⟪ψ t, H (ψ t)⟫_ℂ + (t : ℂ) * ⟪ψ t, w (ψ t)⟫_ℂ).re
  rw [h, Complex.ofReal_re]
```

Subtracting $VN$ leaves the slope $\langle\psi,w\psi\rangle-N$, the constraint error.

```lean
/-- Near `V = 0` the slope of the constrained functional is the deviation of the
expectation value of `w` from its target `N`. -/
theorem constraint_gradient {H w : 𝓗 →L[ℂ] 𝓗} {ψ : ℝ → 𝓗} {E : ℝ → ℝ}
    (hH : Hermitian H) (hw : Hermitian w) (hb : IsEigenbranch H w ψ E) (N : ℝ) :
    ∀ᶠ V in 𝓝 (0 : ℝ),
      HasDerivAt (constrainedFunctional E N) (expect w (ψ V) - N) V := by
  filter_upwards [hellmann_feynman hH hw hb] with V h
  exact (h.fun_sub ((hasDerivAt_id' V).mul_const N)).congr_deriv (by ring)
```

Without unit norm, the expectation value must be divided by $\|\psi\|^2$. Without differentiability, for instance when the phase of $\psi$ jumps with $V$, $E$ may still be smooth, but there is no $\psi'$ to work with.

## A start in a complete eigenbasis

The condition $\psi(0)=u_g$ selects the level, and the basis lists every state that $w$ can mix in. Projecting the eigenvalue equation on $u_k$, $k\neq g$, gives
$$(e_k-E)\langle u_k,\psi\rangle+V\langle u_k,w\psi\rangle=0.$$
At $V=0$ the derivative is
$$-E'(0)\langle u_k,u_g\rangle+(e_k-e_g)\langle u_k,\psi'(0)\rangle+\langle u_k,wu_g\rangle=0,$$
and orthogonality removes the first term. The proof computes this derivative as `D`, shows in `Z` that it is zero, and equates the two.

```lean
/-- First-order response: the component of `ψ'(0)` along another eigenvector, times
the energy difference, is the matrix element of the constraint operator. -/
theorem first_order_response {H w : 𝓗 →L[ℂ] 𝓗} {ψ : ℝ → 𝓗} {E : ℝ → ℝ}
    (u : OrthonormalBasis ι ℂ 𝓗) {e : ι → ℝ} {g k : ι}
    (hH : Hermitian H) (hw : Hermitian w) (hu : ∀ j, H (u j) = (e j : ℂ) • u j)
    (hb : IsEigenbranch H w ψ E) (h0 : ψ 0 = u g) (hk : k ≠ g) :
    ((e g : ℂ) - e k) * ⟪u k, deriv ψ 0⟫_ℂ = ⟪u k, w (u g)⟫_ℂ := by
  have hF := (hellmann_feynman hH hw hb).self_of_nhds
  unfold IsEigenbranch at hb
  obtain ⟨hd, -, he⟩ := hb.self_of_nhds
  have hψ := hd.hasDerivAt
  have horth : ⟪u k, u g⟫_ℂ = 0 := u.orthonormal.2 hk
  have hE : E 0 = e g := by
    have h := congrArg (fun x => ⟪u g, x⟫_ℂ) he
    simp only [h0, hu, inner_add_right, inner_smul_right,
      inner_self_one (u.orthonormal.1 g), Complex.ofReal_zero, zero_mul, add_zero,
      mul_one] at h
    exact_mod_cast h.symm
  -- differentiate the projected eigenvalue equation at V = 0
  have D := ((hF.ofReal_comp.const_sub (e k : ℂ)).fun_mul
    ((hasDerivAt_const (0 : ℝ) (u k)).inner ℂ hψ)).fun_add
    ((hasDerivAt_coe 0).fun_mul
      ((hasDerivAt_const (0 : ℝ) (u k)).inner ℂ (hasDerivAt_op w hψ)))
  have Z : HasDerivAt (fun t : ℝ => ((e k : ℂ) - (E t : ℂ)) * ⟪u k, ψ t⟫_ℂ
      + (t : ℂ) * ⟪u k, w (ψ t)⟫_ℂ) 0 0 := by
    refine (hasDerivAt_const (0 : ℝ) (0 : ℂ)).congr_of_eventuallyEq ?_
    filter_upwards [hb] with t ht
    have h := congrArg (fun x => ⟪u k, x⟫_ℂ) ht.2.2
    simp only [inner_add_right, inner_smul_right] at h
    have h' : ⟪u k, H (ψ t)⟫_ℂ = (e k : ℂ) * ⟪u k, ψ t⟫_ℂ := by
      rw [← hH (u k) (ψ t), hu, inner_smul_left, Complex.conj_ofReal]
    linear_combination h - h'
  have q := D.unique Z
  simp only [h0, horth, hE, Complex.ofReal_zero, inner_zero_left] at q
  linear_combination -q
```

If the branch started in another eigenvector, the denominators would belong to the wrong level. If the basis were incomplete, contributions to the sum could be missing.

## A simple level

`hsimple` says that no other basis vector $u_k$ has the energy $e_g$. Differentiating the slope and inserting the basis gives
$$E''(0)=2\,\mathrm{Re}\langle\psi'(0),wu_g\rangle=2\,\mathrm{Re}\sum_k\langle\psi'(0),u_k\rangle\langle u_k,wu_g\rangle.$$
For $k=g$ the first factor is imaginary and the second real, so the term has no real part (`hgg`). For $k\ne g$, simplicity permits division:
$$\langle\psi'(0),u_k\rangle=\frac{\overline{\langle u_k,wu_g\rangle}}{e_g-e_k}.$$
Substitution gives the result (`hsum`). The Lean conclusion says that `deriv E` has this derivative at $0$.

```lean
/-- Second-order perturbation formula for the curvature of the eigenvalue with
respect to the constraint multiplier, at a simple eigenvalue of `H`. -/
theorem energy_curvature [DecidableEq ι] {H w : 𝓗 →L[ℂ] 𝓗} {ψ : ℝ → 𝓗} {E : ℝ → ℝ}
    (u : OrthonormalBasis ι ℂ 𝓗) {e : ι → ℝ} {g : ι}
    (hH : Hermitian H) (hw : Hermitian w) (hu : ∀ j, H (u j) = (e j : ℂ) • u j)
    (hsimple : ∀ k, k ≠ g → e k ≠ e g)
    (hb : IsEigenbranch H w ψ E) (h0 : ψ 0 = u g) :
    HasDerivAt (deriv E)
      (2 * ∑ k ∈ Finset.univ.erase g, ‖⟪u k, w (u g)⟫_ℂ‖ ^ 2 / (e g - e k)) 0 := by
  have hF : deriv E =ᶠ[𝓝 0] fun V => expect w (ψ V) :=
    (hellmann_feynman hH hw hb).mono fun V h => h.deriv
  have hb' := hb
  unfold IsEigenbranch at hb'
  have hψ := hb'.self_of_nhds.1.hasDerivAt
  have hn := norm_conservation hψ (hb'.mono fun t ht => ht.2.1)
  rw [h0] at hn
  -- the component along u g drops out
  have hgg : (⟪deriv ψ 0, u g⟫_ℂ * ⟪u g, w (u g)⟫_ℂ).re = 0 := by
    have a := congrArg Complex.re hn
    rw [← inner_conj_symm (𝕜 := ℂ) (u g) (deriv ψ 0), Complex.add_re, Complex.conj_re,
      Complex.zero_re] at a
    have b := congrArg Complex.im (inner_conj_symm (𝕜 := ℂ) (u g) (w (u g)))
    rw [hw (u g) (u g), Complex.conj_im] at b
    have a' : (⟪deriv ψ 0, u g⟫_ℂ).re = 0 := by linarith
    have b' : (⟪u g, w (u g)⟫_ℂ).im = 0 := by linarith
    rw [Complex.mul_re, a', b']; ring
  have hsum : (⟪deriv ψ 0, w (u g)⟫_ℂ).re =
      ∑ k ∈ Finset.univ.erase g, ‖⟪u k, w (u g)⟫_ℂ‖ ^ 2 / (e g - e k) := by
    rw [← u.sum_inner_mul_inner, Complex.re_sum,
      ← Finset.add_sum_erase _ _ (Finset.mem_univ g), hgg, zero_add]
    refine Finset.sum_congr rfl fun k hk => ?_
    have hkg := Finset.ne_of_mem_erase hk
    have hne : e g - e k ≠ 0 := sub_ne_zero.2 (hsimple k hkg).symm
    rw [← first_order_response u hH hw hu hb h0 hkg,
      ← inner_conj_symm (𝕜 := ℂ) (deriv ψ 0) (u k), eq_div_iff hne, Complex.sq_norm,
      Complex.normSq_apply]
    generalize ⟪u k, deriv ψ 0⟫_ℂ = z
    simp only [Complex.mul_re, Complex.mul_im, Complex.sub_re, Complex.sub_im,
      Complex.ofReal_re, Complex.ofReal_im, Complex.conj_re, Complex.conj_im]
    ring
  have D := Complex.reCLM.hasFDerivAt.comp_hasDerivAt (0 : ℝ)
    (hψ.inner ℂ (hasDerivAt_op w hψ))
  refine (D.congr_of_eventuallyEq hF).congr_deriv ?_
  change (⟪ψ 0, w (deriv ψ 0)⟫_ℂ + ⟪deriv ψ 0, w (ψ 0)⟫_ℂ).re = _
  rw [h0, ← hw (u g) (deriv ψ 0), ← inner_conj_symm (𝕜 := ℂ) (w (u g)) (deriv ψ 0),
    Complex.add_re, Complex.conj_re, hsum]
  ring
```

Without simplicity, the response relation forces $\langle u_k,wu_g\rangle=0$ for each degenerate partner, and the corresponding term reads $0/0$. If $w$ does couple $u_g$ to a partner, no differentiable branch starts at $u_g$.

## The lowest level

If $e_g<e_k$ for all $k\ne g$, every term is nonpositive. The sum therefore vanishes only when each coupling does, which is how the proof obtains both claims.

```lean
/-- For a nondegenerate ground state the curvature is nonpositive, and it vanishes
exactly when `w` does not couple the ground state to any other eigenvector. -/
theorem ground_state_curvature {H w : 𝓗 →L[ℂ] 𝓗} {ψ : ℝ → 𝓗} {E : ℝ → ℝ}
    (u : OrthonormalBasis ι ℂ 𝓗) {e : ι → ℝ} {g : ι}
    (hH : Hermitian H) (hw : Hermitian w) (hu : ∀ j, H (u j) = (e j : ℂ) • u j)
    (hground : ∀ k, k ≠ g → e g < e k)
    (hb : IsEigenbranch H w ψ E) (h0 : ψ 0 = u g) :
    deriv (deriv E) 0 ≤ 0 ∧
      (deriv (deriv E) 0 = 0 ↔ ∀ k, k ≠ g → ⟪u k, w (u g)⟫_ℂ = 0) := by
  classical
  rw [(energy_curvature u hH hw hu (fun k hk => (hground k hk).ne') hb h0).deriv]
  have hterm : ∀ k ∈ Finset.univ.erase g,
      ‖⟪u k, w (u g)⟫_ℂ‖ ^ 2 / (e g - e k) ≤ 0 := fun k hk =>
    div_nonpos_of_nonneg_of_nonpos (sq_nonneg _)
      (by linarith [hground k (Finset.ne_of_mem_erase hk)])
  refine ⟨by linarith [Finset.sum_nonpos hterm], ?_⟩
  rw [mul_eq_zero, or_iff_right (two_ne_zero), Finset.sum_eq_zero_iff_of_nonpos hterm]
  constructor
  · intro h k hk
    have hne : e g - e k ≠ 0 := (sub_neg.2 (hground k hk)).ne
    have h' := (div_eq_zero_iff.1 (h k (by simp [hk]))).resolve_right hne
    exact norm_eq_zero.1 (pow_eq_zero_iff two_ne_zero |>.1 h')
  · intro h k hk
    rw [h k (Finset.ne_of_mem_erase hk)]; simp
```

For an excited level the sign can change: the upper level $\sqrt{1+V^2}$ of the system below has curvature $+1$.

## A two-level system that meets the conditions

Take $H=\mathrm{diag}(-1,1)$, $w=\sigma_x$ and $g=0$. With $\theta=\arctan V$ and $r=\sqrt{1+V^2}$, the state $(\cos\frac\theta2,-\sin\frac\theta2)$ is normalised. Since $r\cos\theta=1$ and $r\sin\theta=V$, expanding $\frac\theta2=\theta-\frac\theta2$ gives
$$r\cos\tfrac\theta2=\cos\tfrac\theta2+V\sin\tfrac\theta2,\qquad r\sin\tfrac\theta2=V\cos\tfrac\theta2-\sin\tfrac\theta2.$$
These are the two components of the eigenvalue equation with $E=-r$, called `e1` and `e2` in the proof. The formula gives $2\cdot1/(-1-1)=-1$, in agreement with the second derivative of $-\sqrt{1+V^2}$ at $0$.

```lean
/-- The operator on two-component states given by a 2 by 2 matrix. -/
def op (M : Matrix (Fin 2) (Fin 2) ℂ) : EuclideanSpace ℂ (Fin 2) →L[ℂ] EuclideanSpace ℂ (Fin 2) :=
  Matrix.toEuclideanCLM (n := Fin 2) (𝕜 := ℂ) M

lemma op_apply (M : Matrix (Fin 2) (Fin 2) ℂ) (x : EuclideanSpace ℂ (Fin 2)) (i : Fin 2) :
    (op M x).ofLp i = (M.mulVec x.ofLp) i := rfl

/-- The real two-component state with amplitudes `c` and `-s`. -/
def twoLevel (c s : ℝ) : EuclideanSpace ℂ (Fin 2) := c • !₂[(1 : ℂ), 0] - s • !₂[(0 : ℂ), 1]

/-- The two-component state is normalised when its squared amplitudes sum to one. -/
lemma twoLevel_norm {c s : ℝ} (h : c ^ 2 + s ^ 2 = 1) : ‖twoLevel c s‖ = 1 := by
  simp [EuclideanSpace.norm_eq, twoLevel, Fin.sum_univ_two, h]

/-- Two real equations for the amplitudes give the eigenvalue equation of
`diag(-1, 1) + V σ_x` with eigenvalue `-r`. -/
lemma twoLevel_eigen {c s r V : ℝ} (e1 : r * c = c + V * s) (e2 : r * s = V * c - s) :
    op !![-1, 0; 0, 1] (twoLevel c s) + (V : ℂ) • op !![0, 1; 1, 0] (twoLevel c s) =
      ((-r : ℝ) : ℂ) • twoLevel c s := by
  have e1' : (r : ℂ) * c = c + V * s := by exact_mod_cast e1
  have e2' : (r : ℂ) * s = V * c - s := by exact_mod_cast e2
  ext i
  fin_cases i
  · simp [twoLevel, op_apply, Matrix.mulVec, dotProduct, Fin.sum_univ_two]
    linear_combination e1'
  · simp [twoLevel, op_apply, Matrix.mulVec, dotProduct, Fin.sum_univ_two]
    linear_combination -e2'

/-- The two-level system `diag(-1, 1)` with constraint operator `σ_x` meets all
hypotheses of the curvature formula, with `E(V) = -√(1 + V²)`. -/
theorem energy_curvature_witness :
    Hermitian (op !![-1, 0; 0, 1]) ∧ Hermitian (op !![0, 1; 1, 0]) ∧
    (∀ j, op !![-1, 0; 0, 1] (EuclideanSpace.basisFun (Fin 2) ℂ j) =
      (((![-1, 1] : Fin 2 → ℝ) j : ℝ) : ℂ) • EuclideanSpace.basisFun (Fin 2) ℂ j) ∧
    (∀ k, k ≠ 0 → (![-1, 1] : Fin 2 → ℝ) k ≠ (![-1, 1] : Fin 2 → ℝ) 0) ∧
    IsEigenbranch (op !![-1, 0; 0, 1]) (op !![0, 1; 1, 0])
      (fun V => twoLevel (Real.cos (Real.arctan V / 2)) (Real.sin (Real.arctan V / 2)))
      (fun V => -√(1 + V ^ 2)) ∧
    twoLevel (Real.cos (Real.arctan 0 / 2)) (Real.sin (Real.arctan 0 / 2)) =
      EuclideanSpace.basisFun (Fin 2) ℂ 0 := by
  refine ⟨?_, ?_, ?_, ?_, Eventually.of_forall fun V => ⟨?_, ?_, ?_⟩, ?_⟩
  · intro x y
    simp [PiLp.inner_apply, op_apply, Matrix.mulVec, dotProduct, Fin.sum_univ_two]
  · intro x y
    simp [PiLp.inner_apply, op_apply, Matrix.mulVec, dotProduct, Fin.sum_univ_two]
    ring
  · intro j
    ext i
    fin_cases j <;> fin_cases i <;>
      simp [op_apply, Matrix.mulVec, dotProduct]
  · intro k hk
    fin_cases k
    · exact absurd rfl hk
    · norm_num
  · have hθ : DifferentiableAt ℝ (fun V : ℝ => Real.arctan V / 2) V :=
      (Real.differentiable_arctan V).div_const 2
    exact (hθ.cos.smul_const _).sub (hθ.sin.smul_const _)
  · exact twoLevel_norm (Real.cos_sq_add_sin_sq (Real.arctan V / 2))
  · -- half-angle identities give the eigenvalue equation
    have hs : √(1 + V ^ 2) ≠ 0 := (Real.sqrt_pos.2 (by positivity)).ne'
    have k1 : √(1 + V ^ 2) * Real.cos (Real.arctan V) = 1 := by
      rw [Real.cos_arctan]; exact mul_one_div_cancel hs
    have k2 : √(1 + V ^ 2) * Real.sin (Real.arctan V) = V := by
      rw [Real.sin_arctan]; field_simp
    have h1 := Real.cos_sub (Real.arctan V) (Real.arctan V / 2)
    have h2 := Real.sin_sub (Real.arctan V) (Real.arctan V / 2)
    rw [sub_half] at h1 h2
    have e1 : √(1 + V ^ 2) * Real.cos (Real.arctan V / 2) =
        Real.cos (Real.arctan V / 2) + V * Real.sin (Real.arctan V / 2) := by
      linear_combination √(1 + V ^ 2) * h1 + Real.cos (Real.arctan V / 2) * k1
        + Real.sin (Real.arctan V / 2) * k2
    have e2 : √(1 + V ^ 2) * Real.sin (Real.arctan V / 2) =
        V * Real.cos (Real.arctan V / 2) - Real.sin (Real.arctan V / 2) := by
      linear_combination √(1 + V ^ 2) * h2 + Real.cos (Real.arctan V / 2) * k2
        - Real.sin (Real.arctan V / 2) * k1
    exact twoLevel_eigen e1 e2
  · ext i
    fin_cases i <;> simp [twoLevel]

end

end ConstrainedDFTCurvature
```

```lean
#print axioms ConstrainedDFTCurvature.constraint_gradient
#print axioms ConstrainedDFTCurvature.energy_curvature
#print axioms ConstrainedDFTCurvature.ground_state_curvature
```

```
'ConstrainedDFTCurvature.constraint_gradient' depends on axioms: [propext, Classical.choice, Quot.sound]
'ConstrainedDFTCurvature.energy_curvature' depends on axioms: [propext, Classical.choice, Quot.sound]
'ConstrainedDFTCurvature.ground_state_curvature' depends on axioms: [propext, Classical.choice, Quot.sound]
```
